# Picture-change error in a two-level model: the large component alone gives 1 where the expectation value is 3/5

A relativistic electron state has a large and a small component. Some two-component methods, ZORA among them, eliminate the small one and work with an equation for the large component. Suppose that such a calculation has delivered the large component, renormalized to unit length, and that a property is now wanted. Can one take the upper block of the four-component property operator and evaluate it on that vector? The error this makes, by leaving the operator untransformed, is an instance of what is called picture-change error, and in a real two-level model it can be computed in closed form.

```lean
import Mathlib

open Matrix

namespace PictureChange

noncomputable section
```

## A Hamiltonian with one large and one small component

Let

$$H=\begin{pmatrix} m & k\\ k & -m\end{pmatrix},\qquad v=\begin{pmatrix} v_0\\ v_1\end{pmatrix},$$

with real $m$, $k$, $v_0$ and $v_1$. The diagonal entries stand for the rest energies of the two components and $k$ for the coupling between them. With $c=1$ this is the form of a free one-dimensional Dirac Hamiltonian at fixed momentum $k$. The indices 0 and 1 are those of `Fin 2`; component 0 is the large one by name, and no inequality between the components is assumed.

```lean
/-- The two-level Hamiltonian with diagonal energies `m` and `-m` and coupling `k` between
the large and the small component. -/
def hamiltonian (m k : ℝ) : Matrix (Fin 2) (Fin 2) ℝ := !![m, k; k, -m]
```

For a normalized real state, the expectation value of a property $A$ is $\langle A\rangle=v^{T}Av$. The definition accepts any vector, so normalization enters the theorems as a hypothesis.

```lean
/-- The quadratic form `vᵀ A v`, which is the expectation value of `A` in a normalized real
state `v`. -/
def expectation (A : Matrix (Fin 2) (Fin 2) ℝ) (v : Fin 2 → ℝ) : ℝ := v ⬝ᵥ (A *ᵥ v)
```

The shortcut keeps only $A_{00}$ and the renormalized large component $v_0/|v_0|$:

$$A_{\text{large}}=\frac{v_0}{|v_0|}\,A_{00}\,\frac{v_0}{|v_0|}.$$

This is meaningful for $v_0\neq 0$, which will have to be shown for the eigenstates in question.

```lean
/-- The upper block of `A` evaluated on the large component of `v` after that component has
been renormalized. -/
def largeOnly (A : Matrix (Fin 2) (Fin 2) ℝ) (v : Fin 2 → ℝ) : ℝ :=
  (v 0 / |v 0|) * A 0 0 * (v 0 / |v 0|)
```

## The energy of an eigenstate

Written in components, $Hv=Ev$ and $v^{T}v=1$ are

$$mv_0+kv_1=Ev_0,\qquad kv_0-mv_1=Ev_1,\qquad v_0^2+v_1^2=1.$$

In Lean the eigenvalue equation is an equality of functions on `Fin 2`. Applying `congrFun` at 0 and at 1 extracts the two scalar equations, and `simpa` expands the matrix product.

```lean
/-- The eigenvalue equation and the normalization, written out for the large component `v 0`
and the small component `v 1`. -/
theorem component_equations {m k E : ℝ} {v : Fin 2 → ℝ}
    (h : hamiltonian m k *ᵥ v = E • v) (hn : v ⬝ᵥ v = 1) :
    m * v 0 + k * v 1 = E * v 0 ∧ k * v 0 + -m * v 1 = E * v 1 ∧
      v 0 * v 0 + v 1 * v 1 = 1 := by
  refine ⟨?_, ?_, ?_⟩
  · simpa [hamiltonian, Matrix.mulVec, dotProduct, Fin.sum_univ_two] using congrFun h 0
  · simpa [hamiltonian, Matrix.mulVec, dotProduct, Fin.sum_univ_two] using congrFun h 1
  · simpa only [dotProduct, Fin.sum_univ_two] using hn
```

Square the first two equations and add them. The cross terms $\pm 2mk\,v_0v_1$ cancel, which leaves

$$(m^2+k^2)(v_0^2+v_1^2)=E^2(v_0^2+v_1^2),$$

and normalization gives $E^2=m^2+k^2$. Both signs of $E$ are allowed.

```lean
/-- The energy of a normalized eigenstate satisfies `E² = m² + k²`. -/
theorem energy_sq {m k E : ℝ} {v : Fin 2 → ℝ}
    (h : hamiltonian m k *ᵥ v = E • v) (hn : v ⬝ᵥ v = 1) :
    E ^ 2 = m ^ 2 + k ^ 2 := by
  obtain ⟨e0, e1, n⟩ := component_equations h hn
  -- compare the squared lengths of `H v` and `E v`
  linear_combination (-(m * v 0 + k * v 1 + E * v 0)) * e0
    - (k * v 0 - m * v 1 + E * v 1) * e1 + (m ^ 2 + k ^ 2 - E ^ 2) * n
```

## How `linear_combination` turns the algebra into a certificate

The tactic `linear_combination` carries nearly all the algebra here. It is given a coefficient for each known equation, multiplies each equation by its coefficient, adds the results, and asks `ring` to confirm that the goal differs from this sum only by a polynomial identity. It does not search for the coefficients; they have to come from the derivation.

In the proof above, the coefficient of `e0` is minus the sum of its two sides. Since $(p-q)(p+q)=p^2-q^2$, this is how an equation $p=q$ is squared. The same is done to `e1`. Together they contribute $(E^2-m^2-k^2)(v_0^2+v_1^2)$, and the multiple of `n` replaces $v_0^2+v_1^2$ by 1.

The next result is stated for $2E\langle A\rangle$ and not for $\langle A\rangle$. In this form it needs no assumption that $E\neq 0$, and its coefficients, like those above, contain no division.

## The true expectation value

Take a real symmetric property

$$A=\begin{pmatrix} a & b\\ b & d\end{pmatrix},\qquad \langle A\rangle=av_0^2+2bv_0v_1+dv_1^2.$$

Multiply the first component equation by $v_0$, the second by $v_1$, and subtract. Then multiply the first by $v_1$, the second by $v_0$, and add. With the normalization, this gives

$$E(v_0^2-v_1^2)=m,\qquad 2Ev_0v_1=k.$$

Now split the diagonal part of $A$ into its sum and difference:

$$2E\langle A\rangle=E(a+d)(v_0^2+v_1^2)+(a-d)\,E(v_0^2-v_1^2)+2b\,(2Ev_0v_1),$$

$$2E\langle A\rangle=E(a+d)+m(a-d)+2kb.$$

The Lean proof first expands the quadratic form in `hA`. The combinations `v 1 * e1 - v 0 * e0` and `v 1 * e0 + v 0 * e1` in its last step are the two manipulations just made, with the sign of the first reversed.

```lean
/-- The true expectation value of a symmetric property in a normalized eigenstate, expressed
through the energy and the parameters of the Hamiltonian. -/
theorem true_expectation {m k E : ℝ} {v : Fin 2 → ℝ} (a b d : ℝ)
    (h : hamiltonian m k *ᵥ v = E • v) (hn : v ⬝ᵥ v = 1) :
    2 * E * expectation !![a, b; b, d] v = E * (a + d) + m * (a - d) + 2 * k * b := by
  obtain ⟨e0, e1, n⟩ := component_equations h hn
  have hA : expectation !![a, b; b, d] v
      = v 0 * (a * v 0 + b * v 1) + v 1 * (b * v 0 + d * v 1) := by
    simp [expectation, Matrix.mulVec, dotProduct, Fin.sum_univ_two]
  rw [hA]
  -- the equations fix `E (v₀² - v₁²) = m` and `2 E v₀ v₁ = k`
  linear_combination (E * (a + d) + m * (a - d) + 2 * b * k) * n
    + (a - d) * (v 1 * e1 - v 0 * e0) - 2 * b * (v 1 * e0 + v 0 * e1)
```

## The shortcut sees one matrix entry

For $v_0\neq 0$ the renormalized large component is a sign, and its square is 1. Hence $A_{\text{large}}=A_{00}$, whatever the state. All information about how much weight the small component carries has been lost.

```lean
/-- If the large component is nonzero, the large-component evaluation returns the upper
diagonal entry of the property. -/
theorem largeOnly_eq (A : Matrix (Fin 2) (Fin 2) ℝ) {v : Fin 2 → ℝ} (hv : v 0 ≠ 0) :
    largeOnly A v = A 0 0 := by
  have h : v 0 / |v 0| * (v 0 / |v 0|) = 1 := by
    rw [div_mul_div_comm, abs_mul_abs_self, div_self (mul_self_ne_zero.mpr hv)]
  unfold largeOnly
  linear_combination A 0 0 * h
```

## The error and the condition for its absence

Let $k\neq 0$. If $v_0$ were zero, the first component equation would read $kv_1=0$, so $v_1=0$ as well, contradicting normalization. Also $E^2=m^2+k^2>0$, so $E\neq 0$. Dividing by $2E$ is therefore allowed, and

$$A_{\text{large}}-\langle A\rangle=a-\frac{E(a+d)+m(a-d)+2kb}{2E}=\frac{(a-d)(E-m)-2kb}{2E}.$$

The shortcut is exact precisely when $(a-d)(E-m)=2kb$. For a diagonal property, $b=0$, this requires $a=d$, because $E=m$ would force $k=0$. For nonzero coupling, the shortcut thus gives a wrong value in every eigenstate of this model for a diagonal property that distinguishes the two components.

The theorem states the error formula and the equivalence together. The hypothesis `hk` is the nonzero coupling; `h` and `hn` say that $v$ is a normalized eigenvector. The facts `hv` and `hE` are derived from them by the two arguments above. After that, `hL` supplies the shortcut value, `hT` the true one, and `eq_div_iff` clears the denominator.

```lean
/-- The picture-change error: for nonzero coupling, the difference between the large-component
evaluation of a real symmetric property and its true expectation value in a normalized eigenstate of
energy `E`, together with the exact condition for the two to agree. -/
theorem picture_change_error {m k E : ℝ} {v : Fin 2 → ℝ} (a b d : ℝ) (hk : k ≠ 0)
    (h : hamiltonian m k *ᵥ v = E • v) (hn : v ⬝ᵥ v = 1) :
    largeOnly !![a, b; b, d] v - expectation !![a, b; b, d] v
        = ((a - d) * (E - m) - 2 * k * b) / (2 * E) ∧
      (largeOnly !![a, b; b, d] v = expectation !![a, b; b, d] v ↔
        (a - d) * (E - m) = 2 * k * b) := by
  obtain ⟨e0, e1, n⟩ := component_equations h hn
  -- the coupling forbids an eigenstate without large component
  have hv : v 0 ≠ 0 := by
    intro h0
    rw [h0] at e0 n
    have h1 : k * v 1 = 0 := by linear_combination e0
    have h2 : v 1 = 0 := (mul_eq_zero.mp h1).resolve_left hk
    rw [h2] at n
    norm_num at n
  -- the coupling also keeps the energy away from zero
  have hE : E ≠ 0 := by
    intro h0
    have hsq := energy_sq h hn
    rw [h0] at hsq
    have hk2 : 0 < k ^ 2 := by positivity
    nlinarith [sq_nonneg m]
  have hE2 : 2 * E ≠ 0 := mul_ne_zero two_ne_zero hE
  have hL : largeOnly !![a, b; b, d] v = a := by
    rw [largeOnly_eq _ hv]
    simp
  have hT := true_expectation a b d h hn
  rw [hL]
  constructor
  · rw [eq_div_iff hE2]
    linear_combination -hT
  · constructor
    · intro heq
      rw [← heq] at hT
      linear_combination hT
    · intro hc
      apply mul_left_cancel₀ hE2
      linear_combination hc - hT
```

## The numbers 3/5 and 1

Set $m=3$, $k=4$ and $v=(2,1)/\sqrt5$. Then

$$Hv=\frac{1}{\sqrt5}\begin{pmatrix}3\cdot2+4\cdot1\\ 4\cdot2-3\cdot1\end{pmatrix}=\frac{1}{\sqrt5}\begin{pmatrix}10\\5\end{pmatrix}=5v,\qquad v^{T}v=\frac{4+1}{5}=1.$$

For $A=\mathrm{diag}(1,-1)$ the true value is $\langle A\rangle=\tfrac45-\tfrac15=\tfrac35$, while the large component alone gives 1. The difference, $\tfrac25$, agrees with the error formula: $2\cdot(5-3)/10$.

The Lean statement collects all four facts. The eigenvalue equation is checked entry by entry, and the normalization uses $\sqrt5\cdot\sqrt5=5$. The value $3/5$ then follows from `true_expectation`, which here reads $10\langle A\rangle=6$.

```lean
/-- For `H = [[3,4],[4,-3]]` the vector `(2,1)/√5` is a normalized eigenstate of energy 5;
the property `diag(1,-1)` has true expectation value 3/5 in it, while the large-component
evaluation gives 1. -/
theorem counterexample_witness :
    hamiltonian 3 4 *ᵥ ![2 / √5, 1 / √5] = (5 : ℝ) • ![2 / √5, 1 / √5] ∧
      ![2 / √5, 1 / √5] ⬝ᵥ ![2 / √5, 1 / √5] = 1 ∧
      expectation !![1, 0; 0, -1] ![2 / √5, 1 / √5] = 3 / 5 ∧
      largeOnly !![1, 0; 0, -1] ![2 / √5, 1 / √5] = 1 := by
  have h5 : √5 * √5 = (5 : ℝ) := Real.mul_self_sqrt (by norm_num)
  have hpos : (0 : ℝ) < √5 := Real.sqrt_pos.mpr (by norm_num)
  have h : hamiltonian 3 4 *ᵥ ![2 / √5, 1 / √5] = (5 : ℝ) • ![2 / √5, 1 / √5] := by
    ext i
    fin_cases i <;>
      simp [hamiltonian, Matrix.mulVec, dotProduct, Fin.sum_univ_two] <;> ring
  have hn : ![2 / √5, 1 / √5] ⬝ᵥ ![2 / √5, 1 / √5] = 1 := by
    have h1 : ![2 / √5, 1 / √5] ⬝ᵥ ![2 / √5, 1 / √5] = 5 / (√5 * √5) := by
      simp only [dotProduct, Fin.sum_univ_two, Matrix.cons_val_zero, Matrix.cons_val_one,
        Matrix.cons_val_fin_one]
      ring
    rw [h1, h5]
    norm_num
  refine ⟨h, hn, ?_, ?_⟩
  · have hT := true_expectation 1 0 (-1) h hn
    linarith
  · have hv : (![2 / √5, 1 / √5] : Fin 2 → ℝ) 0 ≠ 0 := by
      change 2 / √5 ≠ 0
      positivity
    rw [largeOnly_eq _ hv]
    simp
```

## Transforming the property along with the state

The remedy is to carry the small component's contribution over to the operator. Let the large component be a complex vector $x$ with any finite number of entries and let the small component be $Xx$ for some matrix $X$. For a property with blocks $P,Q,R,S$,

$$\begin{pmatrix}x\\Xx\end{pmatrix}^{\dagger}\begin{pmatrix}P&Q\\R&S\end{pmatrix}\begin{pmatrix}x\\Xx\end{pmatrix}=x^\dagger Px+x^\dagger QXx+(Xx)^\dagger Rx+(Xx)^\dagger SXx.$$

Since $(Xx)^\dagger=x^\dagger X^\dagger$, the right-hand side is

$$x^\dagger\left(P+QX+X^\dagger R+X^\dagger SX\right)x,$$

and the squared norm of the full state is, in the same way, $x^\dagger(1+X^\dagger X)x$. For $x\neq0$ the expectation value is the first expression divided by the second. In the example $X=\tfrac12$, so the two operators are the numbers $1-\tfrac14=\tfrac34$ and $1+\tfrac14=\tfrac54$, and their ratio is $\tfrac35$.

In Lean the two index types `ι` and `κ` label the large and small basis functions, `Sum.elim x (X *ᵥ x)` is the stacked vector, and `fromBlocks P Q R S` is the property. The auxiliary `hs` splits an inner product into its large and small parts, and `key` moves $X$ to the other side as its adjoint `Xᴴ`.

The matrix $X$ is arbitrary: it need not come from an eigenvalue problem. For two-component electronic-structure calculations in a finite orthonormal basis, the identity therefore also applies to an approximate $X$, such as one of ZORA type. It then reproduces the expectation value in the approximate state $(x,Xx)$, and how close that state is to a true eigenstate is a separate question.

```lean
/-- For a state with large component `x` and small component `X x`, the quadratic form of a
block property equals that of the picture-changed operator `P + QX + X†R + X†SX` on `x`, and
the squared norm of the state is given by the metric `1 + X†X`. -/
theorem picture_changed_operator {ι κ : Type*} [Fintype ι] [Fintype κ] [DecidableEq ι]
    (P : Matrix ι ι ℂ) (Q : Matrix ι κ ℂ) (R : Matrix κ ι ℂ) (S : Matrix κ κ ℂ)
    (X : Matrix κ ι ℂ) (x : ι → ℂ) :
    star (Sum.elim x (X *ᵥ x)) ⬝ᵥ (fromBlocks P Q R S *ᵥ Sum.elim x (X *ᵥ x))
        = star x ⬝ᵥ ((P + Q * X + Xᴴ * R + Xᴴ * S * X) *ᵥ x) ∧
      star (Sum.elim x (X *ᵥ x)) ⬝ᵥ Sum.elim x (X *ᵥ x)
        = star x ⬝ᵥ ((1 + Xᴴ * X) *ᵥ x) := by
  -- products of block vectors split into large and small parts
  have hs : ∀ (p : ι → ℂ) (q : κ → ℂ), star (Sum.elim x (X *ᵥ x)) ⬝ᵥ Sum.elim p q
      = star x ⬝ᵥ p + star (X *ᵥ x) ⬝ᵥ q := by
    intro p q
    simp [dotProduct, Fintype.sum_sum_type]
  -- the matrix `X` moves to the other side as its adjoint
  have key : ∀ w : κ → ℂ, star (X *ᵥ x) ⬝ᵥ w = star x ⬝ᵥ (Xᴴ *ᵥ w) := by
    intro w
    rw [Matrix.star_mulVec, ← Matrix.dotProduct_mulVec]
  constructor
  · rw [Matrix.fromBlocks_mulVec, hs, key]
    simp only [Sum.elim_comp_inl, Sum.elim_comp_inr, Matrix.add_mulVec, Matrix.mulVec_add,
      dotProduct_add, ← Matrix.mulVec_mulVec]
    ring
  · rw [hs, key, Matrix.add_mulVec, Matrix.one_mulVec, dotProduct_add, Matrix.mulVec_mulVec]

end

end PictureChange
```

```lean
#print axioms PictureChange.picture_change_error
#print axioms PictureChange.picture_changed_operator
```

```
'PictureChange.picture_change_error' depends on axioms: [propext, Classical.choice, Quot.sound]
'PictureChange.picture_changed_operator' depends on axioms: [propext, Classical.choice, Quot.sound]
```
